# For a charge f spread evenly over M independent cells with smooth energy e, M times the deviation from linearity tends to e''(n₀)f(f−1)/2

Suppose I add a fractional electron number $f$ to a large system of $M$ identical cells, and an approximate density functional spreads it evenly, $f/M$ per cell. The exact energy is linear in $f$ between integer electron numbers, but my cell energy $e(n)$ is curved at the background filling $n_0$. I expect the total energy to look straighter as $M$ grows, with a deviation of about $e''(n_0)f(f-1)/(2M)$. Can this be made rigorous, with a proof checked in Lean?

## The curvature term survives at order 1/M

Yes. The total energy and its deviation from the chord between charges 0 and 1 are

$$E_M(f)=M\,e(n_0+f/M),\qquad D_M(f)=E_M(f)-(1-f)E_M(0)-fE_M(1).$$

Write $k=e''(n_0)$ and let $r(h)$ be the remainder in

$$e(n_0+h)=e(n_0)+e'(n_0)h+\tfrac{k}{2}h^2+r(h).$$

To bound it, set $g(x)=e(x)-e'(n_0)(x-n_0)-\tfrac{k}{2}(x-n_0)^2$. Then $g'(x)=e'(x)-e'(n_0)-k(x-n_0)$. Since $e'$ has derivative $k$ at $n_0$, for every $c>0$ we have $|g'(x)|\le c|x-n_0|$ close enough to $n_0$. For small $h$, the mean value inequality on the interval of radius $|h|$ about $n_0$ gives

$$|r(h)|=|g(n_0+h)-g(n_0)|\le c|h|\cdot|h|=c\,h^2,$$

so $r(h)=o(h^2)$. Now define

$$R_M(t)=M^2\left[e(n_0+t/M)-e(n_0)-e'(n_0)\,t/M\right]=\tfrac{k}{2}t^2+M^2r(t/M).$$

For $t\ne0$ and $h=t/M$, the last term is $t^2\,r(h)/h^2$, which tends to 0; for $t=0$ everything vanishes. Hence $R_M(t)\to kt^2/2$.

In $M D_M(f)$ the constant terms cancel because $1-(1-f)-f=0$, and the linear terms because $f/M-f\cdot(1/M)=0$. Therefore

$$M D_M(f)=R_M(f)-f\,R_M(1)\;\longrightarrow\;\tfrac{k}{2}f^2-\tfrac{k}{2}f=\tfrac{k}{2}f(f-1).$$

## What the Lean statement says

`spreadEnergy e n0 M f` is $E_M(f)$ and `linearityDeviation e n0 M f` is $D_M(f)$, with `M` a natural number and the other quantities real. A negative deviation means an energy below the chord. The chord joins two neighbouring integer electron numbers when $Mn_0$ is an integer.

The hypothesis `he` says that `e` has derivative `e' x` at every `x` near `n0`; `hk` says that `e'` has derivative `k` at `n0`. A twice continuously differentiable cell energy satisfies both, with $k=e''(n_0)$. Physically, they require a smooth cell energy at the background filling, with no derivative discontinuity there. This leaves out a closed-shell cell with an orbital gap at $n_0$, where the energy has a kink even with a semilocal functional.

The main theorem, `deviation_scaling_limit`, holds for each fixed real `f`, including $[0,1]$. Even spreading is assumed, not derived by minimising an energy, and the cells have no mutual interaction or surface energy.

For electronic structure, this means that within this model of independent cells, a nearly straight energy curve for a large system does not show that the cell energy is free of curvature.

```lean
import Mathlib

open Filter Topology

namespace FractionalChargeSpreading

noncomputable section

/-- Total energy of `M ≥ 1` equal cells with energy function `e` and background filling `n0`,
when an extra charge `f` is spread evenly over them. -/
def spreadEnergy (e : ℝ → ℝ) (n0 : ℝ) (M : ℕ) (f : ℝ) : ℝ :=
  (M : ℝ) * e (n0 + f / M)

/-- Deviation of the energy at fractional charge `f` from the straight line through the
energies at charges `0` and `1`, for `M ≥ 1` cells. -/
def linearityDeviation (e : ℝ → ℝ) (n0 : ℝ) (M : ℕ) (f : ℝ) : ℝ :=
  spreadEnergy e n0 M f - (1 - f) * spreadEnergy e n0 M 0 - f * spreadEnergy e n0 M 1

variable {e e' : ℝ → ℝ} {n0 k : ℝ}

/-- Second-order expansion of the cell energy in the added charge `h`: the remainder is
small compared with `h ^ 2`. -/
theorem cell_energy_expansion (he : ∀ᶠ x in 𝓝 n0, HasDerivAt e (e' x) x)
    (hk : HasDerivAt e' k n0) :
    (fun h : ℝ => e (n0 + h) - e n0 - e' n0 * h - k / 2 * h ^ 2)
      =o[𝓝 0] (fun h : ℝ => h ^ 2) := by
  rw [Asymptotics.isLittleO_iff]
  intro c hc
  have h1 := (hasDerivAt_iff_isLittleO.mp hk).def hc
  obtain ⟨δ, hδ, hball⟩ := Metric.eventually_nhds_iff_ball.mp (he.and h1)
  filter_upwards [Metric.ball_mem_nhds (0 : ℝ) hδ] with h hh
  have hh' : |h| < δ := by simpa [Real.dist_eq] using hh
  have hsub : ∀ x ∈ Metric.closedBall n0 |h|, x ∈ Metric.ball n0 δ :=
    fun x hx => Metric.closedBall_subset_ball hh' hx
  -- derivative of the energy minus its quadratic model
  have hder : ∀ x ∈ Metric.closedBall n0 |h|,
      HasDerivWithinAt (fun y => e y - e' n0 * (y - n0) - k / 2 * ((y - n0) * (y - n0)))
        (e' x - e' n0 - (x - n0) * k) (Metric.closedBall n0 |h|) x := by
    intro x hx
    have hx0 : HasDerivAt (fun y : ℝ => y - n0) 1 x := (hasDerivAt_id' x).sub_const n0
    have h2 := ((hball x (hsub x hx)).1.fun_sub (hx0.const_mul (e' n0))).fun_sub
      ((hx0.fun_mul hx0).const_mul (k / 2))
    exact (h2.congr_deriv (by ring)).hasDerivWithinAt
  have hbd : ∀ x ∈ Metric.closedBall n0 |h|,
      ‖e' x - e' n0 - (x - n0) * k‖ ≤ c * |h| := by
    intro x hx
    have h3 := (hball x (hsub x hx)).2
    rw [smul_eq_mul] at h3
    have h4 : ‖x - n0‖ ≤ |h| := by
      rw [← dist_eq_norm]
      exact Metric.mem_closedBall.mp hx
    exact h3.trans (mul_le_mul_of_nonneg_left h4 hc.le)
  have hx1 : n0 ∈ Metric.closedBall n0 |h| := Metric.mem_closedBall_self (abs_nonneg h)
  have hx2 : n0 + h ∈ Metric.closedBall n0 |h| := by
    rw [Metric.mem_closedBall, Real.dist_eq, add_sub_cancel_left]
  -- the mean value inequality bounds the remainder
  have key := Convex.norm_image_sub_le_of_norm_hasDerivWithin_le hder hbd
    (convex_closedBall n0 |h|) hx1 hx2
  simp only [add_sub_cancel_left, sub_self, mul_zero, sub_zero, Real.norm_eq_abs] at key
  have e2 : e (n0 + h) - e n0 - e' n0 * h - k / 2 * h ^ 2
      = e (n0 + h) - e' n0 * h - k / 2 * (h * h) - e n0 := by ring
  rw [e2, Real.norm_eq_abs, Real.norm_eq_abs, abs_pow]
  linarith [key]

/-- With a charge `t / M` in a cell, the part of the cell energy beyond linear order,
multiplied by `M ^ 2`, tends to `k t ^ 2 / 2`. -/
theorem scaled_remainder_tendsto (he : ∀ᶠ x in 𝓝 n0, HasDerivAt e (e' x) x)
    (hk : HasDerivAt e' k n0) (t : ℝ) :
    Tendsto (fun M : ℕ => (M : ℝ) ^ 2 * (e (n0 + t / M) - e n0 - e' n0 * (t / M)))
      atTop (𝓝 (k / 2 * t ^ 2)) := by
  rcases eq_or_ne t 0 with rfl | ht
  · simp
  have hlim : Tendsto (fun M : ℕ => t / (M : ℝ)) atTop (𝓝 0) :=
    tendsto_const_div_atTop_nhds_zero_nat t
  have h := ((cell_energy_expansion he hk).comp_tendsto hlim).tendsto_div_nhds_zero
  have h2 := (h.const_mul (t ^ 2)).add_const (k / 2 * t ^ 2)
  rw [mul_zero, zero_add] at h2
  refine h2.congr' ?_
  filter_upwards [eventually_gt_atTop 0] with M hM
  have hM' : (M : ℝ) ≠ 0 := Nat.cast_ne_zero.mpr hM.ne'
  simp only [Function.comp_apply]
  generalize e (n0 + t / (M : ℝ)) = E
  field_simp
  ring

/-- For a charge `f` spread over `M` cells, `M` times the deviation from linearity tends to
`k f (f - 1) / 2`, where `k` is the second derivative of the cell energy at `n0`. -/
theorem deviation_scaling_limit (he : ∀ᶠ x in 𝓝 n0, HasDerivAt e (e' x) x)
    (hk : HasDerivAt e' k n0) (f : ℝ) :
    Tendsto (fun M : ℕ => (M : ℝ) * linearityDeviation e n0 M f)
      atTop (𝓝 (k * f * (f - 1) / 2)) := by
  have h := (scaled_remainder_tendsto he hk f).sub
    ((scaled_remainder_tendsto he hk 1).const_mul f)
  have hl : k / 2 * f ^ 2 - f * (k / 2 * 1 ^ 2) = k * f * (f - 1) / 2 := by ring
  rw [hl] at h
  -- constant and linear terms cancel between the curve and its chord
  refine h.congr fun M => ?_
  simp only [linearityDeviation, spreadEnergy, zero_div, add_zero]
  ring

/-- The deviation from linearity at fixed charge `f` vanishes as the number of cells grows. -/
theorem deviation_tendsto_zero (he : ∀ᶠ x in 𝓝 n0, HasDerivAt e (e' x) x)
    (hk : HasDerivAt e' k n0) (f : ℝ) :
    Tendsto (fun M : ℕ => linearityDeviation e n0 M f) atTop (𝓝 0) := by
  have h := (deviation_scaling_limit he hk f).mul
    (tendsto_const_div_atTop_nhds_zero_nat (1 : ℝ))
  rw [mul_zero] at h
  refine h.congr' ?_
  filter_upwards [eventually_gt_atTop 0] with M hM
  have hM' : (M : ℝ) ≠ 0 := Nat.cast_ne_zero.mpr hM.ne'
  field_simp

/-- If the cell energy has positive curvature at `n0`, then at fractional charge `0 < f < 1`
the energy lies strictly below the straight line for all sufficiently large `M`. -/
theorem deviation_eventually_neg (he : ∀ᶠ x in 𝓝 n0, HasDerivAt e (e' x) x)
    (hk : HasDerivAt e' k n0) (hpos : 0 < k) {f : ℝ} (hf0 : 0 < f) (hf1 : f < 1) :
    ∀ᶠ M : ℕ in atTop, linearityDeviation e n0 M f < 0 := by
  have hneg : k * f * (f - 1) / 2 < 0 := by
    have := mul_pos (mul_pos hpos hf0) (sub_pos.mpr hf1)
    linarith
  filter_upwards [(deviation_scaling_limit he hk f).eventually_lt_const hneg] with M hM
  by_contra hcon
  exact absurd hM (not_lt_of_ge (mul_nonneg (Nat.cast_nonneg M) (not_lt.mp hcon)))

/-- If the deviation at one fractional charge `0 < f < 1` is exactly zero for arbitrarily
large `M`, then the curvature of the cell energy at `n0` is zero. -/
theorem curvature_zero_of_exact_linearity (he : ∀ᶠ x in 𝓝 n0, HasDerivAt e (e' x) x)
    (hk : HasDerivAt e' k n0) {f : ℝ} (hf0 : 0 < f) (hf1 : f < 1)
    (hlin : ∃ᶠ M : ℕ in atTop, linearityDeviation e n0 M f = 0) : k = 0 := by
  by_contra hk0
  have hne : k * f * (f - 1) / 2 ≠ 0 :=
    div_ne_zero (mul_ne_zero (mul_ne_zero hk0 hf0.ne') (sub_ne_zero.mpr hf1.ne)) two_ne_zero
  -- a nonzero limit excludes zeros at large M
  have hev := (deviation_scaling_limit he hk f).eventually_ne hne
  obtain ⟨M, hM0, hM1⟩ := (hlin.and_eventually hev).exists
  exact hM1 (by rw [hM0, mul_zero])

/-- For a quadratic cell energy `a + b n + (k / 2) n ^ 2`, `M` times the deviation equals
`k f (f - 1) / 2` for every number of cells `M ≥ 1`. -/
theorem quadratic_deviation_exact (a b k n0 f : ℝ) {M : ℕ} (hM : 1 ≤ M) :
    (M : ℝ) * linearityDeviation (fun n => a + b * n + k / 2 * n ^ 2) n0 M f
      = k * f * (f - 1) / 2 := by
  have hM' : (M : ℝ) ≠ 0 := Nat.cast_ne_zero.mpr (by omega)
  simp only [linearityDeviation, spreadEnergy, zero_div, add_zero]
  field_simp
  ring

end

end FractionalChargeSpreading
```

```lean
#print axioms FractionalChargeSpreading.deviation_scaling_limit
-- 'FractionalChargeSpreading.deviation_scaling_limit' depends on axioms: [propext, Classical.choice, Quot.sound]
#print axioms FractionalChargeSpreading.deviation_tendsto_zero
-- 'FractionalChargeSpreading.deviation_tendsto_zero' depends on axioms: [propext, Classical.choice, Quot.sound]
#print axioms FractionalChargeSpreading.curvature_zero_of_exact_linearity
-- 'FractionalChargeSpreading.curvature_zero_of_exact_linearity' depends on axioms: [propext, Classical.choice, Quot.sound]
#print axioms FractionalChargeSpreading.quadratic_deviation_exact
-- 'FractionalChargeSpreading.quadratic_deviation_exact' depends on axioms: [propext, Classical.choice, Quot.sound]
```

## How the proof follows the calculation

`cell_energy_expansion` proves $r(h)=o(h^2)$. Inside it, `hder` computes $g'$, `hbd` bounds it by $c|h|$, and `key` applies the mean value inequality.

`scaled_remainder_tendsto` is the limit of $R_M(t)$. It treats $t=0$ separately, then substitutes $h=t/M$ into the expansion and multiplies the vanishing ratio by $t^2$.

`deviation_scaling_limit` subtracts `f` times the limit at $t=1$ from the limit at $t=f$; the final `ring` checks the cancellation of constant and linear terms.

The file ends with three consequences of this limit and one separate exact calculation:

- `deviation_tendsto_zero` multiplies the main limit by $1/M\to0$, so $D_M(f)\to0$.
- `deviation_eventually_neg` takes $k>0$ and $0<f<1$. The limit is then negative, so $M D_M(f)<0$ for all large $M$, which forces $D_M(f)<0$.
- `curvature_zero_of_exact_linearity` assumes that $D_M(f)=0$ for arbitrarily large $M$ at one $f$ strictly between 0 and 1. A nonzero limit would exclude such zeros, so $k=0$. This fixes the curvature at $n_0$ only.
- `quadratic_deviation_exact` treats $e(n)=a+bn+\tfrac{k}{2}n^2$. Here $r=0$, and direct algebra gives $M D_M(f)=kf(f-1)/2$ for every $M\ge1$, a single cell included.
